# For N bosons on two sites in one layer of Gaussian fields with factors exp(icxn), the average phase is at most exp(−c²N²/4)

When the overlaps W in an auxiliary-field Monte Carlo run are complex, the fields can be drawn from their Gaussian density times |W|. Each measured value is then multiplied by the phase W/|W|, and the resulting mean is divided by the average phase, E W / E|W|, where E is the mean over the original Gaussian fields. For independent samples and a small average phase, the number needed for a fixed relative error in that denominator grows as its inverse square. The size of the average phase therefore decides whether the division is affordable. Here it is bounded for a two-site Bose-Hubbard model reduced to a single interaction factor, without hopping.

```lean
import Mathlib

open MeasureTheory ProbabilityTheory Matrix

noncomputable section

namespace BoseHubbardPhaseProblem
```

## One orbital, two fields

All N bosons occupy the same normalised orbital, spread equally over the two sites:

φ = (1, 1)/√2

The type `Fin 2 → ℂ` holds its two site amplitudes.

```lean
/-- The one-particle orbital `(1,1)/√2` on two sites. -/
def orbital : Fin 2 → ℂ := fun _ => ((1 / √2 : ℝ) : ℂ)
```

The on-site repulsion is decoupled by real fields x₁ and x₂ with a real coupling c. Averaging exp(i c x n) over a standard normal x gives exp(−c²n²/2), which is the factor for an energy U n²/2 over an imaginary-time step Δτ when c² = UΔτ. The usual Bose-Hubbard term U n(n−1)/2 differs from this by −U n/2, which sums to a constant over the sites at fixed N and leaves the average phase unchanged. On one particle, the product of the two field factors acts as a diagonal matrix:

B(x) = diag(exp(i c x₁), exp(i c x₂))

In Lean the pair of fields is `x : ℝ × ℝ`, with components `x.1` and `x.2`.

```lean
/-- The one-particle matrix of the field factor `exp(i c x₁ n₁) exp(i c x₂ n₂)`. -/
def fieldFactor (c : ℝ) (x : ℝ × ℝ) : Matrix (Fin 2) (Fin 2) ℂ :=
  Matrix.diagonal ![Complex.exp (c * x.1 * Complex.I), Complex.exp (c * x.2 * Complex.I)]
```

For two boson states, each made by applying N creation operators to the vacuum, the overlap is the permanent of the matrix of one-particle overlaps. Here every entry of that N×N matrix is ⟨φ|B(x)φ⟩. The file takes the permanent as the definition of W and does not construct Fock space. The state behind it is unnormalised, with squared norm N!, so the normalised overlap is W/N!.

```lean
/-- The overlap of `N` bosons in the orbital with their image under the field factor:
the permanent of the matrix of one-particle overlaps. -/
def overlap (N : ℕ) (c : ℝ) (x : ℝ × ℝ) : ℂ :=
  Matrix.permanent (Matrix.of fun _ _ : Fin N =>
    star orbital ⬝ᵥ (fieldFactor c x *ᵥ orbital))
```

The fields are independent normals with mean 0 and variance 1, so their joint law is a product measure.

```lean
/-- The law of the two auxiliary fields: independent standard normals. -/
abbrev fieldLaw : Measure (ℝ × ℝ) := (gaussianReal 0 1).prod (gaussianReal 0 1)
```

Two more definitions are needed. The first is a plane wave in the space of fields, with real frequencies a and b:

exp(i a x₁) exp(i b x₂)

```lean
/-- The plane wave `exp(i a x₁) exp(i b x₂)` in the space of fields. -/
def planeWave (a b : ℝ) (x : ℝ × ℝ) : ℂ :=
  Complex.exp (a * x.1 * Complex.I) * Complex.exp (b * x.2 * Complex.I)
```

The second is the real number that will turn out to be the mean of W:

N! 2⁻ᴺ ∑ₖ C(N,k) exp(−c²(k² + (N−k)²)/2), with k = 0, …, N

```lean
/-- The binomial sum `N! 2⁻ᴺ ∑ₖ C(N,k) exp(-c²(k² + (N-k)²)/2)`. -/
def meanOverlap (N : ℕ) (c : ℝ) : ℝ :=
  (N.factorial : ℝ) / 2 ^ N * ∑ k ∈ Finset.range (N + 1),
    (N.choose k : ℝ) * Real.exp (-(c ^ 2 * ((k : ℝ) ^ 2 + ((N : ℝ) - k) ^ 2) / 2))
```

## The overlap in closed form

The one-particle overlap is

⟨φ|B(x)φ⟩ = (exp(i c x₁) + exp(i c x₂))/2

because each site contributes (1/√2)² = 1/2. A permanent sums over N! permutations, and with equal entries each contributes the same N-th power:

W = N! ((exp(i c x₁) + exp(i c x₂))/2)ᴺ

In the proof, `h2` supplies the factor 1/2, `h` computes the matrix entry, and the final `simp only` counts the permutations.

```lean
/-- The overlap permanent equals `N! ((exp(i c x₁) + exp(i c x₂))/2)ᴺ`. -/
theorem overlap_eq (N : ℕ) (c : ℝ) (x : ℝ × ℝ) :
    overlap N c x = (N.factorial : ℂ) * ((Complex.exp (c * x.1 * Complex.I)
      + Complex.exp (c * x.2 * Complex.I)) / 2) ^ N := by
  have h2 : ((1 / √2 : ℝ) : ℂ) * ((1 / √2 : ℝ) : ℂ) = 1 / 2 := by
    rw [← Complex.ofReal_mul, div_mul_div_comm, Real.mul_self_sqrt (by norm_num)]
    norm_num
  have h : star orbital ⬝ᵥ (fieldFactor c x *ᵥ orbital)
      = (Complex.exp (c * x.1 * Complex.I) + Complex.exp (c * x.2 * Complex.I)) / 2 := by
    simp only [dotProduct, fieldFactor, Matrix.mulVec_diagonal, Fin.sum_univ_two,
      Pi.star_apply, orbital, Complex.star_def, Complex.conj_ofReal,
      Matrix.cons_val_zero, Matrix.cons_val_one, Matrix.cons_val_fin_one]
    linear_combination (Complex.exp (c * x.1 * Complex.I)
      + Complex.exp (c * x.2 * Complex.I)) * h2
  -- all N! permutations contribute the same product
  rw [overlap, h]
  simp only [Matrix.permanent, Matrix.of_apply, Finset.prod_const, Finset.sum_const,
    Finset.card_univ, Fintype.card_perm, Fintype.card_fin, nsmul_eq_mul]
```

## Gaussian means, term by term

A plane wave is a product of two pure phases, so its modulus is 1.

```lean
/-- A plane wave in the fields has modulus one. -/
theorem norm_planeWave (a b : ℝ) (x : ℝ × ℝ) : ‖planeWave a b x‖ = 1 := by
  rw [planeWave, norm_mul, ← Complex.ofReal_mul, ← Complex.ofReal_mul,
    Complex.norm_exp_ofReal_mul_I, Complex.norm_exp_ofReal_mul_I, one_mul]
```

Its mean factorises over the two independent fields. Each factor is the characteristic function of a standard normal, exp(−t²/2) at frequency t, and so

E[exp(i a x₁) exp(i b x₂)] = exp(−(a² + b²)/2)

The step `g` is the one-field formula, and `integral_prod_mul` separates the fields.

```lean
/-- The mean of a plane wave over the normal fields is `exp(-(a² + b²)/2)`. -/
theorem planeWave_mean (a b : ℝ) :
    ∫ x, planeWave a b x ∂fieldLaw = ((Real.exp (-(a ^ 2 + b ^ 2) / 2) : ℝ) : ℂ) := by
  have g : ∀ t : ℝ, ∫ y : ℝ, Complex.exp (t * y * Complex.I) ∂(gaussianReal 0 1)
      = Complex.exp (-(t : ℂ) ^ 2 / 2) := by
    intro t
    rw [← charFun_apply_real, charFun_gaussianReal]
    congr 1
    push_cast
    ring
  refine (integral_prod_mul (fun y : ℝ => Complex.exp (a * y * Complex.I))
    (fun y : ℝ => Complex.exp (b * y * Complex.I))).trans ?_
  rw [g, g, ← Complex.exp_add, Complex.ofReal_exp]
  congr 1
  push_cast
  ring
```

Now multiply W by exp(−i s(x₁ + x₂)) for a real s, and expand the N-th power. The term with k factors from site 1 and N−k from site 2 is a plane wave with frequencies ck − s and c(N−k) − s. Integrating each term gives

E[W exp(−i s(x₁ + x₂))] = N! 2⁻ᴺ ∑ₖ C(N,k) exp(−((ck − s)² + (c(N−k) − s)²)/2)

The expansion is `e` in the proof. The modulus bound makes each plane wave integrable (`hi`), which allows the sum and the integral to be exchanged.

```lean
/-- The mean of the overlap times `exp(-i s (x₁ + x₂))` is a binomial sum of Gaussians in the
shifted frequencies `c k - s` and `c (N-k) - s`. -/
theorem shifted_mean (N : ℕ) (c s : ℝ) :
    ∫ x, overlap N c x * planeWave (-s) (-s) x ∂fieldLaw =
      (((N.factorial : ℝ) / 2 ^ N * ∑ k ∈ Finset.range (N + 1), (N.choose k : ℝ) *
        Real.exp (-((c * k - s) ^ 2 + (c * ((N : ℝ) - k) - s) ^ 2) / 2) : ℝ) : ℂ) := by
  -- binomial expansion into plane waves
  have e : ∀ x, overlap N c x * planeWave (-s) (-s) x = ∑ k ∈ Finset.range (N + 1),
      ((N.factorial : ℂ) / 2 ^ N * (N.choose k : ℂ)) *
        planeWave (c * k - s) (c * ((N : ℝ) - k) - s) x := by
    intro x
    rw [overlap_eq, div_pow, add_pow, Finset.sum_div, Finset.mul_sum, Finset.sum_mul]
    refine Finset.sum_congr rfl fun k hk => ?_
    have hk' : k ≤ N := Nat.lt_succ_iff.mp (Finset.mem_range.mp hk)
    have h1 : Complex.exp (((c * k - s : ℝ) : ℂ) * x.1 * Complex.I)
        = Complex.exp (c * x.1 * Complex.I) ^ k
          * Complex.exp (((-s : ℝ) : ℂ) * x.1 * Complex.I) := by
      rw [← Complex.exp_nat_mul, ← Complex.exp_add]
      congr 1
      push_cast
      ring
    have h2 : Complex.exp (((c * ((N : ℝ) - k) - s : ℝ) : ℂ) * x.2 * Complex.I)
        = Complex.exp (c * x.2 * Complex.I) ^ (N - k)
          * Complex.exp (((-s : ℝ) : ℂ) * x.2 * Complex.I) := by
      rw [← Complex.exp_nat_mul, ← Complex.exp_add]
      congr 1
      push_cast [Nat.cast_sub hk']
      ring
    rw [planeWave, planeWave, h1, h2]
    ring
  have hi : ∀ a b : ℝ, Integrable (planeWave a b) fieldLaw := fun a b =>
    Integrable.of_bound (by
      have : Continuous (planeWave a b) := by unfold planeWave; fun_prop
      exact this.aestronglyMeasurable) 1
      (Filter.Eventually.of_forall fun x => (norm_planeWave a b x).le)
  simp_rw [e]
  rw [MeasureTheory.integral_finsetSum _ (fun k _ => (hi _ _).const_mul _),
    Complex.ofReal_mul, Complex.ofReal_sum, Finset.mul_sum]
  refine Finset.sum_congr rfl fun k _ => ?_
  rw [integral_const_mul, planeWave_mean]
  push_cast
  ring
```

## Taking out the common phase

Half the sum of the two site phases can be factored out:

(exp(i c x₁) + exp(i c x₂))/2 = exp(i c(x₁ + x₂)/2) cos(c(x₁ − x₂)/2)

With s = cN/2, the plane wave cancels the N-th power of the prefactor and leaves a real function:

W exp(−i cN(x₁ + x₂)/2) = N! cosᴺ(c(x₁ − x₂)/2)

This amounts to replacing nⱼ by nⱼ − N/2 in the field factors, that is, to subtracting the mean density before decoupling. In the proof, `hg` writes the plane wave as an N-th power and `hc` is the cosine identity.

```lean
/-- Removing the phase `exp(i c N (x₁ + x₂)/2)` from the overlap leaves the real function
`N! cosᴺ(c (x₁ - x₂)/2)`. -/
theorem overlap_remove_phase (N : ℕ) (c : ℝ) (x : ℝ × ℝ) :
    overlap N c x * planeWave (-(c * N / 2)) (-(c * N / 2)) x =
      (((N.factorial : ℝ) * Real.cos (c * (x.1 - x.2) / 2) ^ N : ℝ) : ℂ) := by
  have hg : planeWave (-(c * N / 2)) (-(c * N / 2)) x
      = Complex.exp (-(c * (x.1 + x.2) / 2) * Complex.I) ^ N := by
    rw [planeWave, ← Complex.exp_add, ← Complex.exp_nat_mul]
    congr 1
    push_cast
    ring
  have hc : (Complex.exp (c * x.1 * Complex.I) + Complex.exp (c * x.2 * Complex.I)) / 2
      * Complex.exp (-(c * (x.1 + x.2) / 2) * Complex.I)
      = ((Real.cos (c * (x.1 - x.2) / 2) : ℝ) : ℂ) := by
    rw [Complex.ofReal_cos, Complex.cos, div_mul_eq_mul_div, add_mul,
      ← Complex.exp_add, ← Complex.exp_add]
    congr 2 <;> congr 1 <;> (push_cast; ring)
  rw [overlap_eq, hg, mul_assoc, ← mul_pow, hc, Complex.ofReal_mul, Complex.ofReal_pow,
    Complex.ofReal_natCast]
```

## A positive mean and a negative value

Setting s = 0 in the shifted mean gives E W as the binomial sum defined above. Every term is positive, so the mean is positive. At x₁ = x₂ = π/(cN), however, both exponentials equal exp(iπ/N), and

W = N! exp(iπ/N)ᴺ = N! exp(iπ) = −N!

The normalised overlap there is −1. The theorem joins three statements: the formula for the mean, its positivity, and this value. The hypotheses `hN` and `hc` require at least one boson and a nonzero coupling of either sign. Only the third statement uses them: if N = 0 or c = 0, the overlap is the constant N!.

```lean
/-- For `N ≥ 1` bosons and `c ≠ 0` the overlap has a positive mean, given by the binomial sum,
yet it equals `-N!` at the fields `x₁ = x₂ = π/(cN)`. -/
theorem positive_mean_negative_value (N : ℕ) (hN : N ≠ 0) (c : ℝ) (hc : c ≠ 0) :
    ∫ x, overlap N c x ∂fieldLaw = (meanOverlap N c : ℂ) ∧ 0 < meanOverlap N c ∧
      overlap N c (Real.pi / (c * N), Real.pi / (c * N)) = -(N.factorial : ℂ) := by
  refine ⟨?_, ?_, ?_⟩
  · have h := shifted_mean N c 0
    simp only [planeWave, neg_zero, Complex.ofReal_zero, zero_mul, Complex.exp_zero,
      mul_one, sub_zero] at h
    rw [h, meanOverlap]
    congr 2
    refine Finset.sum_congr rfl fun k _ => ?_
    congr 2
    ring
  · exact mul_pos (by positivity) (Finset.sum_pos (fun k hk => mul_pos
      (by exact_mod_cast Nat.choose_pos (Nat.lt_succ_iff.mp (Finset.mem_range.mp hk)))
      (Real.exp_pos _)) ⟨0, by simp⟩)
  · have hN' : (N : ℂ) ≠ 0 := Nat.cast_ne_zero.mpr hN
    have hc' : (c : ℂ) ≠ 0 := Complex.ofReal_ne_zero.mpr hc
    have ha : (N : ℂ) * (c * ((Real.pi / (c * N) : ℝ) : ℂ) * Complex.I)
        = Real.pi * Complex.I := by
      push_cast
      field_simp
    rw [overlap_eq]
    dsimp only
    rw [add_self_div_two, ← Complex.exp_nat_mul, ha, Complex.exp_pi_mul_I, mul_neg_one]
```

Reading the value −N! as proof that sampled fields produce negative overlaps skips a step, because a single point has probability zero under a Gaussian law. Continuity fills the gap. The set where Re W < 0 is open, and it contains the point just found, so it has positive area. The Gaussian density vanishes nowhere, so the set also has positive probability. In Lean these steps are `hopen`, `hne` and `hac`; the last says that a set of Gaussian measure zero has Lebesgue measure zero.

```lean
/-- For `N ≥ 1` and `c ≠ 0` the normal fields give an overlap with negative real part with
positive probability. -/
theorem negative_with_positive_probability (N : ℕ) (hN : N ≠ 0) (c : ℝ) (hc : c ≠ 0) :
    0 < fieldLaw {x | (overlap N c x).re < 0} := by
  have hcont : Continuous (overlap N c) := by
    rw [funext (overlap_eq N c)]
    fun_prop
  have hopen : IsOpen {x | (overlap N c x).re < 0} :=
    isOpen_lt (Complex.continuous_re.comp hcont) continuous_const
  have hne : {x | (overlap N c x).re < 0}.Nonempty := by
    refine ⟨(Real.pi / (c * N), Real.pi / (c * N)), ?_⟩
    rw [Set.mem_ofPred_eq, (positive_mean_negative_value N hN c hc).2.2, Complex.neg_re,
      Complex.natCast_re, neg_lt_zero]
    exact_mod_cast N.factorial_pos
  -- a set that is null for the Gaussian is null for the Lebesgue measure
  have hac : (volume : Measure ℝ).prod (volume : Measure ℝ) ≪ fieldLaw :=
    (gaussianReal_absolutelyContinuous' 0 one_ne_zero).prod
      (gaussianReal_absolutelyContinuous' 0 one_ne_zero)
  exact pos_iff_ne_zero.mpr fun h0 => (hopen.measure_pos _ hne).ne' (hac h0)
```

## The size of the average phase

Completing the square in the exponent of the mean gives

(k² + (N−k)²)/2 = (k − N/2)² + N²/4

The second term does not depend on k. Comparing the sums for s = 0 and s = cN/2 therefore yields

E W = exp(−c²N²/4) E[N! cosᴺ(c(x₁ − x₂)/2)]

Since a phase has modulus 1, |W| is the absolute value of the function inside the last mean. The triangle inequality for integrals then gives

|E W| ≤ exp(−c²N²/4) E|W|

For even N the power of the cosine is never negative, and equality holds. For odd N the cosine power can change sign, and only the inequality is stated.

In the proof, `hW` computes |W|, `hm` extracts the exponential factor, and `abs_integral_le_integral_abs` is the triangle inequality. The theorem is stated as a product, for every N and every real c. For N ≥ 1 and c ≠ 0 the mean is positive, so E|W| is positive too, and dividing by it bounds the average phase itself.

```lean
/-- The modulus of the mean overlap is at most `exp(-c²N²/4)` times the mean modulus, with
equality for even `N`. -/
theorem average_phase (N : ℕ) (c : ℝ) :
    ‖∫ x, overlap N c x ∂fieldLaw‖
        ≤ Real.exp (-(c * N) ^ 2 / 4) * ∫ x, ‖overlap N c x‖ ∂fieldLaw ∧
      (Even N → ‖∫ x, overlap N c x ∂fieldLaw‖
        = Real.exp (-(c * N) ^ 2 / 4) * ∫ x, ‖overlap N c x‖ ∂fieldLaw) := by
  have hW : ∀ x, ‖overlap N c x‖
      = |(N.factorial : ℝ) * Real.cos (c * (x.1 - x.2) / 2) ^ N| := by
    intro x
    rw [← Real.norm_eq_abs, ← Complex.norm_real, ← overlap_remove_phase, norm_mul,
      norm_planeWave, mul_one]
  have h := shifted_mean N c (c * N / 2)
  simp_rw [overlap_remove_phase] at h
  rw [integral_complex_ofReal, Complex.ofReal_inj] at h
  have h0 := shifted_mean N c 0
  simp only [planeWave, neg_zero, Complex.ofReal_zero, zero_mul, Complex.exp_zero,
    mul_one, sub_zero] at h0
  -- the common phase contributes the factor exp(-c²N²/4)
  have hm : ∫ x, overlap N c x ∂fieldLaw = ((Real.exp (-(c * N) ^ 2 / 4) *
      ∫ x : ℝ × ℝ, (N.factorial : ℝ) * Real.cos (c * (x.1 - x.2) / 2) ^ N ∂fieldLaw : ℝ)
        : ℂ) := by
    rw [h0, h, mul_left_comm (Real.exp _)]
    congr 2
    rw [Finset.mul_sum]
    refine Finset.sum_congr rfl fun k _ => ?_
    rw [mul_left_comm (Real.exp _), ← Real.exp_add]
    congr 2
    ring
  rw [hm, Complex.norm_real, Real.norm_eq_abs, abs_mul, abs_of_pos (Real.exp_pos _)]
  simp_rw [hW]
  refine ⟨mul_le_mul_of_nonneg_left abs_integral_le_integral_abs (Real.exp_pos _).le, ?_⟩
  intro hE
  have hp : ∀ x : ℝ × ℝ, 0 ≤ (N.factorial : ℝ) * Real.cos (c * (x.1 - x.2) / 2) ^ N :=
    fun x => mul_nonneg (Nat.cast_nonneg _) (hE.pow_nonneg _)
  have ha := fun x : ℝ × ℝ => abs_of_nonneg (hp x)
  rw [abs_of_nonneg (integral_nonneg hp)]
  simp_rw [ha]

end BoseHubbardPhaseProblem
```

```lean
#print axioms BoseHubbardPhaseProblem.negative_with_positive_probability
#print axioms BoseHubbardPhaseProblem.average_phase
```

```
'BoseHubbardPhaseProblem.negative_with_positive_probability' depends on axioms: [propext, Classical.choice, Quot.sound]
'BoseHubbardPhaseProblem.average_phase' depends on axioms: [propext, Classical.choice, Quot.sound]
```

## Two bosons at c = 1

For N = 2 and c = 1 the binomial sum has three terms:

E W = (2/4)(e⁻² + 2e⁻¹ + e⁻²) = e⁻¹ + e⁻² ≈ 0.503

The mean modulus follows from 2cos²(u/2) = 1 + cos u with u = x₁ − x₂:

E|W| = 1 + E cos(x₁ − x₂) = 1 + e⁻¹ ≈ 1.368

Their ratio is e⁻¹ ≈ 0.368, which equals exp(−c²N²/4), as it must for even N. At x₁ = x₂ = π/2 both exponentials are i, and W = 2i² = −2.

In this single-layer model the loss for even N comes entirely from the common phase: once the mean density is subtracted, the remaining weight is real and nonnegative. With hopping and many time slices, the common phase of each slice still factors out, because hopping conserves N, but what remains is in general no longer a power of one cosine. The theorems here cover only the single layer.
